# In a harmonic model about a stationary point, with positive masses and symmetric F, Wilson's GF and the mass-weighted Cartesian Hessian have the same nonzero eigenvalues, all real

A harmonic vibrational analysis in internal coordinates can end by passing the matrix $GF$ to a general eigenvalue routine. Since $GF$ need not be symmetric, such a routine returns complex numbers in general, and the program keeps their real parts as squared angular frequencies. This is sound if the exact eigenvalues are real, so that any imaginary parts are numerical error. At a stationary point, and with internal coordinates that cover all the vibrations, the resulting list can also be checked against the eigenvalues of the mass-weighted Cartesian Hessian, provided one knows how many more zeros one list has than the other. Both points are settled below for a finite harmonic model with positive masses and a symmetric force-constant matrix.

## Two equations of motion for one harmonic molecule

Let $x$ be the vector of $m$ Cartesian displacements and $s$ the vector of $n$ internal displacements, such as bond stretches and angle bends. For small displacements $s = Bx$, where $B$ is a real $n\times m$ matrix. The potential energy is $\tfrac12 s^{T}Fs$, with $F$ a real symmetric matrix of force constants, and $M$ is the diagonal matrix of masses, with one positive entry for each Cartesian coordinate.

The Cartesian force is $-B^{T}Fs$, so $\ddot x = -M^{-1}B^{T}Fs$. Multiplying by $B$ gives

$$\ddot s = -GFs,\qquad G = BM^{-1}B^{T}.$$

In mass-weighted coordinates $q = M^{1/2}x$, where $s = BM^{-1/2}q$, the same motion obeys

$$\ddot q = -Hq,\qquad H = M^{-1/2}B^{T}FBM^{-1/2}.$$

A nonzero eigenvalue of either matrix is a squared angular frequency. It may be negative, as at a saddle point, and $F$ may therefore be indefinite.

## What is claimed, and how Lean expresses it

Write $\chi_A(X) = \det(XI - A)$ for the characteristic polynomial of $A$. There are two main statements.

1. If $n\le m$, then $\chi_H(X) = X^{m-n}\chi_{GF}(X)$.
2. If $GFv = zv$ with $v$ a nonzero complex vector, then $z$ is real. This holds for any $n$ and $m$.

For a bent triatomic molecule with three independent internal coordinates, $m=9$ and $n=3$. The factor $X^6$ accounts for three translations and three rotations.

In the Lean file `n` and `m` are finite index types, and the numbers called $n$ and $m$ here are `Fintype.card n` and `Fintype.card m`. The masses form a function `μ : m → ℝ`, with positivity as the hypothesis `hμ`. The three components of one atom may be given equal masses, but nothing requires it. The matrices $G$ and $H$ are `wilsonG B μ` and `cartesianHessian B F μ`.

The first statement is `charpoly_cartesianHessian`. It does not need $F$ to be symmetric. The second is `wilsonGF_eigenvalue_real`, which assumes `F.IsSymm`. There `Complex.ofRealHom` regards the real entries of $GF$ as complex numbers, `hv0` says that the vector is nonzero, `hv` is the eigenvalue equation, and the conclusion is `z.im = 0`.

The matrices $B$ and $F$ are given data: the file does not derive them from a geometry or a potential energy surface. In particular, $B^{T}FB$ is taken as the Cartesian Hessian. For curvilinear internal coordinates away from a stationary point, the true Hessian has a further term, containing the energy gradient and the second derivatives of the coordinates. Anharmonicity is also absent.

## The same two factors in opposite orders

Put $S = M^{-1/2}$ and define

$$P = SB^{T}F,\qquad Q = BS,$$

so that $P$ is $m\times n$ and $Q$ is $n\times m$. Because the masses are positive, $S$ is real and $SS = M^{-1}$. Hence

$$QP = BSSB^{T}F = BM^{-1}B^{T}F = GF,\qquad PQ = SB^{T}FBS = H.$$

To compare the characteristic polynomials of $PQ$ and $QP$, take the block matrix

$$K = \begin{pmatrix} XI_m & P\\ Q & I_n\end{pmatrix}$$

and compute its determinant twice. Eliminating with the lower right block gives

$$\det K = \det(XI_m - PQ) = \chi_H(X).$$

Eliminating with the upper left block, which is invertible over the rational functions in $X$, gives

$$\det K = X^m\det(I_n - X^{-1}QP) = X^{m-n}\chi_{GF}(X).$$

Multiplying by $X^n$ leaves an identity between polynomials, valid for all sizes:

$$X^n\chi_H(X) = X^m\chi_{GF}(X).$$

If $n\le m$, the factor $X^n$ can be cancelled, which is the first statement. If $n>m$, as can happen with a redundant set of coordinates, cancelling $X^m$ shows that the extra $n-m$ zeros belong to $GF$ instead. In either case a power of $X$ does not vanish at a nonzero number $\lambda$ (written `x` in the Lean file), so $\lambda$ has the same multiplicity as a root of both polynomials.

## Why the eigenvalues are real

Suppose $GFv = zv$ with $v\ne0$. If $z=0$, it is real. Otherwise put $w = Pv$. Then

$$Hw = PQPv = P(GFv) = zPv = zw.$$

The vector $w$ is nonzero, because $Qw = QPv = zv\neq0$. So $z$ is an eigenvalue of $H$.

Since $F^{T}=F$, we have $H^{T} = SB^{T}F^{T}BS = H$. As $H$ is real and symmetric, its quadratic form can be evaluated in two ways:

$$w^\dagger Hw = z\,w^\dagger w,\qquad w^\dagger Hw = (Hw)^\dagger w = \bar z\,w^\dagger w.$$

Since $w^\dagger w>0$, it follows that $z=\bar z$.

The same argument gives a neighbouring result when $F$ is positive semidefinite, as it is at a minimum described by independent internal coordinates. For $z\ne0$,

$$z\,w^\dagger w = w^\dagger Hw = (Qw)^\dagger F(Qw)\ge0,$$

so every eigenvalue of $GF$ is nonnegative and no frequency is imaginary. This corollary rests on the lines just given and is not among the theorems of the file.

## Real eigenvalues without a full set of eigenvectors of GF

Reality of the eigenvalues does not make $GF$ diagonalisable. The following small matrices are chosen for the algebra and do not model a particular molecule. Take unit masses and

$$B=\begin{pmatrix}1&0\\0&0\end{pmatrix},\qquad F=\begin{pmatrix}0&1\\1&0\end{pmatrix}.$$

Then $G=B$ and

$$GF=\begin{pmatrix}0&1\\0&0\end{pmatrix},\qquad (GF)^2=0.$$

The only eigenvalue is zero. A diagonalisable matrix with only that eigenvalue would be the zero matrix, which $GF$ is not, so its eigenvectors do not span the internal space. In this example $G$ is singular, because the second internal coordinate does not change to first order, and $F$ is indefinite. No physical mode is lost: the missing direction is not of the form $Bx$, and $H$, being real and symmetric, always has a full set of eigenvectors (here $H=0$). If the rows of $B$ are independent, $G$ is positive definite and $GF$ is similar to the symmetric matrix $G^{1/2}FG^{1/2}$, hence diagonalisable.

## The Lean file

```lean
import Mathlib

open Matrix Polynomial
open scoped ComplexOrder

namespace WilsonGFCartesian

noncomputable section

variable {n m : Type*} [Fintype n] [Fintype m] [DecidableEq m]

/-- The diagonal matrix `M^(-1/2)` of inverse square roots of the masses. -/
def invSqrtMass (μ : m → ℝ) : Matrix m m ℝ :=
  diagonal fun i => (Real.sqrt (μ i))⁻¹

/-- Wilson's inverse kinetic-energy matrix `G = B M⁻¹ Bᵀ`. -/
def wilsonG (B : Matrix n m ℝ) (μ : m → ℝ) : Matrix n n ℝ :=
  B * diagonal (fun i => (μ i)⁻¹) * Bᵀ

/-- The mass-weighted Cartesian Hessian `M^(-1/2) Bᵀ F B M^(-1/2)` of the force field `F`. -/
def cartesianHessian (B : Matrix n m ℝ) (F : Matrix n n ℝ) (μ : m → ℝ) : Matrix m m ℝ :=
  invSqrtMass μ * Bᵀ * F * B * invSqrtMass μ

/-- The matrix `M^(-1/2) Bᵀ F`, which takes internal-coordinate displacements to
mass-weighted Cartesian vectors. -/
def modeMap (B : Matrix n m ℝ) (F : Matrix n n ℝ) (μ : m → ℝ) : Matrix m n ℝ :=
  invSqrtMass μ * Bᵀ * F

/-- For positive masses, the product `GF` factors through the Cartesian space as `(B M^(-1/2))
(M^(-1/2) Bᵀ F)`. -/
theorem wilsonG_mul_eq (B : Matrix n m ℝ) (F : Matrix n n ℝ) {μ : m → ℝ}
    (hμ : ∀ i, 0 < μ i) :
    wilsonG B μ * F = B * invSqrtMass μ * modeMap B F μ := by
  -- positive masses have genuine square roots
  have hS : diagonal (fun i => (μ i)⁻¹) = invSqrtMass μ * invSqrtMass μ := by
    unfold invSqrtMass
    rw [diagonal_mul_diagonal]
    congr 1
    funext i
    rw [← mul_inv, Real.mul_self_sqrt (hμ i).le]
  rw [wilsonG, hS, modeMap]
  simp only [Matrix.mul_assoc]

/-- The mass-weighted Cartesian Hessian factors as `(M^(-1/2) Bᵀ F) (B M^(-1/2))`. -/
theorem cartesianHessian_eq (B : Matrix n m ℝ) (F : Matrix n n ℝ) (μ : m → ℝ) :
    cartesianHessian B F μ = modeMap B F μ * (B * invSqrtMass μ) := by
  simp only [cartesianHessian, modeMap, Matrix.mul_assoc]

/-- For positive masses and any numbers `n` of internal and `m` of Cartesian coordinates, `X^n`
times the characteristic polynomial of the mass-weighted Cartesian Hessian equals `X^m` times that
of `GF`. -/
theorem charpoly_balance [DecidableEq n] (B : Matrix n m ℝ) (F : Matrix n n ℝ) {μ : m → ℝ}
    (hμ : ∀ i, 0 < μ i) :
    X ^ Fintype.card n * (cartesianHessian B F μ).charpoly
      = X ^ Fintype.card m * (wilsonG B μ * F).charpoly := by
  rw [cartesianHessian_eq, wilsonG_mul_eq B F hμ]
  exact Matrix.charpoly_mul_comm' _ _

/-- For positive masses and `n ≤ m`, the characteristic polynomial of the mass-weighted Cartesian
Hessian is `X^(m-n)` times that of Wilson's matrix `GF`. -/
theorem charpoly_cartesianHessian [DecidableEq n] (B : Matrix n m ℝ) (F : Matrix n n ℝ)
    {μ : m → ℝ} (hμ : ∀ i, 0 < μ i) (hnm : Fintype.card n ≤ Fintype.card m) :
    (cartesianHessian B F μ).charpoly
      = X ^ (Fintype.card m - Fintype.card n) * (wilsonG B μ * F).charpoly := by
  have hX : (X : ℝ[X]) ^ Fintype.card n ≠ 0 := pow_ne_zero _ X_ne_zero
  apply mul_left_cancel₀ hX
  rw [charpoly_balance B F hμ, ← mul_assoc, ← pow_add, Nat.add_sub_of_le hnm]

/-- For positive masses, a nonzero real number has the same root multiplicity (zero if it is not a
root) in the characteristic polynomials of the mass-weighted Cartesian Hessian and of `GF`. -/
theorem rootMultiplicity_eq [DecidableEq n] (B : Matrix n m ℝ) (F : Matrix n n ℝ)
    {μ : m → ℝ} (hμ : ∀ i, 0 < μ i) {x : ℝ} (hx : x ≠ 0) :
    (cartesianHessian B F μ).charpoly.rootMultiplicity x
      = (wilsonG B μ * F).charpoly.rootMultiplicity x := by
  -- a power of X does not contribute to a nonzero root
  have key : ∀ (k : ℕ) (p : ℝ[X]), p ≠ 0 →
      (X ^ k * p).rootMultiplicity x = p.rootMultiplicity x := by
    intro k p hp
    have h0 : (X ^ k : ℝ[X]).rootMultiplicity x = 0 := by
      apply rootMultiplicity_eq_zero
      intro h
      rw [IsRoot.def, eval_pow, eval_X] at h
      exact pow_ne_zero k hx h
    rw [rootMultiplicity_mul (mul_ne_zero (pow_ne_zero k X_ne_zero) hp), h0, zero_add]
  have h := congrArg (fun p : ℝ[X] => p.rootMultiplicity x) (charpoly_balance B F hμ)

  rwa [key _ _ (Matrix.charpoly_monic _).ne_zero,
    key _ _ (Matrix.charpoly_monic _).ne_zero] at h

omit [DecidableEq m] in
/-- A complex eigenvalue of a real symmetric matrix is real. -/
theorem symmetric_eigenvalue_real {H : Matrix m m ℝ} (hH : H.IsSymm) {z : ℂ} {v : m → ℂ}
    (hv0 : v ≠ 0) (hv : H.map Complex.ofRealHom *ᵥ v = z • v) : z.im = 0 := by
  have hA : (H.map Complex.ofRealHom)ᴴ = H.map Complex.ofRealHom := by
    ext i j
    have h := hH.apply i j
    simp [h]
  -- evaluate the quadratic form by acting to the right and to the left
  have h1 : star v ⬝ᵥ (H.map Complex.ofRealHom *ᵥ v) = z * (star v ⬝ᵥ v) := by
    rw [hv, dotProduct_smul, smul_eq_mul]
  have hl : star v ᵥ* H.map Complex.ofRealHom = star (H.map Complex.ofRealHom *ᵥ v) := by
    rw [Matrix.star_mulVec, hA]
  have h2 : star v ⬝ᵥ (H.map Complex.ofRealHom *ᵥ v) = star z * (star v ⬝ᵥ v) := by
    rw [Matrix.dotProduct_mulVec, hl, hv, star_smul, smul_dotProduct, smul_eq_mul]
  have h3 : star v ⬝ᵥ v ≠ 0 := fun h => hv0 (dotProduct_star_self_eq_zero.mp h)
  have h := congrArg Complex.im (mul_right_cancel₀ h3 (h1.symm.trans h2))
  rw [Complex.star_def, Complex.conj_im] at h
  linarith

/-- For positive masses, if `v` satisfies `GF v = z v`, then its image `M^(-1/2) Bᵀ F v` satisfies
the Cartesian eigenvalue equation with the same `z`. -/
theorem mode_transfer (B : Matrix n m ℝ) (F : Matrix n n ℝ) {μ : m → ℝ}
    (hμ : ∀ i, 0 < μ i) {z : ℂ} {v : n → ℂ}
    (hv : (wilsonG B μ * F).map Complex.ofRealHom *ᵥ v = z • v) :
    (cartesianHessian B F μ).map Complex.ofRealHom *ᵥ
        ((modeMap B F μ).map Complex.ofRealHom *ᵥ v)
      = z • ((modeMap B F μ).map Complex.ofRealHom *ᵥ v) := by
  rw [Matrix.mulVec_mulVec, ← Matrix.map_mul, cartesianHessian_eq,
    Matrix.mul_assoc (modeMap B F μ), ← wilsonG_mul_eq B F hμ, Matrix.map_mul,
    ← Matrix.mulVec_mulVec, hv, Matrix.mulVec_smul]

/-- For positive masses and any symmetric force field, every complex eigenvalue of the
matrix `GF` is real. -/
theorem wilsonGF_eigenvalue_real (B : Matrix n m ℝ) {F : Matrix n n ℝ} (hF : F.IsSymm)
    {μ : m → ℝ} (hμ : ∀ i, 0 < μ i) {z : ℂ} {v : n → ℂ} (hv0 : v ≠ 0)
    (hv : (wilsonG B μ * F).map Complex.ofRealHom *ᵥ v = z • v) : z.im = 0 := by
  by_cases hz : z = 0
  · simp [hz]
  have hH : (cartesianHessian B F μ).IsSymm := by
    unfold Matrix.IsSymm cartesianHessian invSqrtMass
    simp only [transpose_mul, transpose_transpose, diagonal_transpose, hF.eq, Matrix.mul_assoc]
  -- for z ≠ 0 the Cartesian image of the mode cannot vanish
  refine symmetric_eigenvalue_real hH ?_ (mode_transfer B F hμ hv)
  intro hq
  have h := hv
  rw [wilsonG_mul_eq B F hμ, Matrix.map_mul, ← Matrix.mulVec_mulVec, hq,
    Matrix.mulVec_zero] at h
  exact smul_ne_zero hz hv0 h.symm

/-- For unit masses, `B = !![1, 0; 0, 0]` and `F = !![0, 1; 1, 0]`, the matrix `F` is symmetric and
`GF` is nonzero with square zero. -/
theorem wilsonGF_nilpotent_instance :
    (!![0, 1; 1, 0] : Matrix (Fin 2) (Fin 2) ℝ).IsSymm ∧
    wilsonG !![1, 0; 0, 0] (fun _ : Fin 2 => 1) * !![0, 1; 1, 0] ≠ 0 ∧
    (wilsonG !![1, 0; 0, 0] (fun _ : Fin 2 => 1) * !![0, 1; 1, 0]) ^ 2 = 0 := by
  have hT : (!![1, 0; 0, 0] : Matrix (Fin 2) (Fin 2) ℝ)ᵀ = !![1, 0; 0, 0] := by
    ext i j
    fin_cases i <;> fin_cases j <;> rfl
  have h : wilsonG !![1, 0; 0, 0] (fun _ : Fin 2 => 1) * !![0, 1; 1, 0]
      = (!![0, 1; 0, 0] : Matrix (Fin 2) (Fin 2) ℝ) := by
    ext i j
    fin_cases i <;> fin_cases j <;>
      simp [wilsonG, hT, Matrix.mul_apply, Fin.sum_univ_succ]
  refine ⟨?_, ?_, ?_⟩
  · ext i j
    fin_cases i <;> fin_cases j <;> simp
  · rw [h]
    intro h0
    have h01 := congrFun (congrFun h0 0) 1
    simp at h01
  · rw [h, pow_two]
    ext i j
    fin_cases i <;> fin_cases j <;> simp [Matrix.mul_apply, Fin.sum_univ_succ]

end

end WilsonGFCartesian
```

```lean
#print axioms WilsonGFCartesian.charpoly_cartesianHessian
#print axioms WilsonGFCartesian.rootMultiplicity_eq
#print axioms WilsonGFCartesian.wilsonGF_eigenvalue_real
#print axioms WilsonGFCartesian.wilsonGF_nilpotent_instance
```

```
'WilsonGFCartesian.charpoly_cartesianHessian' depends on axioms: [propext, Classical.choice, Quot.sound]
'WilsonGFCartesian.rootMultiplicity_eq' depends on axioms: [propext, Classical.choice, Quot.sound]
'WilsonGFCartesian.wilsonGF_eigenvalue_real' depends on axioms: [propext, Classical.choice, Quot.sound]
'WilsonGFCartesian.wilsonGF_nilpotent_instance' depends on axioms: [propext, Classical.choice, Quot.sound]
```

## How the proof follows the derivation

**Factorisation.** The matrix $S$ is `invSqrtMass μ`, $P$ is `modeMap B F μ`, and $Q$ is written out as `B * invSqrtMass μ`. The lemma `wilsonG_mul_eq` proves $GF=QP$. Its inner step `hS` is $M^{-1}=SS$, checked on the diagonal entries with `Real.mul_self_sqrt`, and this is where the positive masses enter. The lemma `cartesianHessian_eq` proves $H=PQ$ by regrouping the product, which requires no condition on the masses.

**Characteristic polynomials.** After rewriting with these two factorisations, `charpoly_balance` applies Mathlib's `Matrix.charpoly_mul_comm'`. That theorem supplies the exchange identity obtained above from the block determinant. In `charpoly_cartesianHessian`, `mul_left_cancel₀` reduces the goal to an equation multiplied by $X^n$. The balance identity then applies, and `Nat.add_sub_of_le` uses $n\le m$ to combine the exponents $n$ and $m-n$ into $m$.

The theorem `rootMultiplicity_eq` treats nonzero real roots. Its local statement `key` says that multiplying a nonzero polynomial by $X^k$ leaves the multiplicity of such a root unchanged. It is applied to both sides of the balance identity, where the characteristic polynomials are nonzero because they are monic.

**Reality.** The lemma `symmetric_eigenvalue_real` contains the quadratic-form argument for a real symmetric matrix. Its steps `h1` and `h2` are the two evaluations, with factors $z$ and $\bar z$, and `h3` states that $w^\dagger w\ne0$. Cancelling this number and comparing imaginary parts gives $\operatorname{Im}z=-\operatorname{Im}z$, from which `linarith` concludes.

The lemma `mode_transfer` is the calculation $H(Pv)=z\,Pv$. It makes no claim that $Pv$ is nonzero, and for $z=0$ this vector can vanish. The theorem `wilsonGF_eigenvalue_real` therefore begins by separating the case $z=0$. In the other case it proves that $H$ is symmetric and applies the previous two lemmas. What remains is to show $Pv\ne0$: assuming `hq`, that $Pv=0$, the factorisation $GF=QP$ turns the eigenvalue equation into $0=zv$, which contradicts $z\ne0$ and $v\ne0$.

**The example.** The theorem `wilsonGF_nilpotent_instance` first computes the product $GF$ entry by entry. It then confirms that $F$ is symmetric, that $GF$ is nonzero because its upper right entry is $1$, and that its square is zero. The theorem records these three facts; the conclusion about diagonalisability is the short argument given with the example.
